# At equal energy, the logarithmic derivatives of two s-wave solutions differ by a weighted integral of the potential difference

In this text the radial equation is solved on $[0,R]$ and the logarithmic derivative is read off at the edge $R$, so one must decide what a derivative means there. A radial solution is a pair of functions: $u$, and a second function `du` that is its derivative on the interval, one-sided at $0$ and at $R$. Nothing beyond $R$ influences the slope at $R$.

For continuous local potentials $V_1,V_2$, and regular solutions $u_1,u_2$ (those with $u_i(0)=0$) at the same energy $E$ with $u_i(R)\neq 0$, the result in units with $\hbar=m=1$ is

$$\frac{u_1'(R)}{u_1(R)}-\frac{u_2'(R)}{u_2(R)}=\frac{2\int_0^R (V_1-V_2)\,u_1u_2\,dx}{u_1(R)\,u_2(R)} .$$

In pseudopotential construction, logarithmic derivatives are compared to see whether a pseudo-atom scatters like the all-electron atom. The identity here concerns the s-wave, one energy at a time, and local potentials that are continuous down to the origin. The all-electron potential of a point nucleus diverges there, so it is outside the scope of the theorems. The nonlocal projectors and the overlap operator of an ultrasoft pseudopotential would add terms that do not appear here.

```lean
import Mathlib

open Set

namespace LogDerivativeDifference

noncomputable section
```

## The radial equation holds up to both ends

In units with $\hbar=m=1$, each solution obeys $-\tfrac12u''+Vu=Eu$.

```lean
/-- `u`, with first derivative `du`, solves the radial s-wave equation `-u''/2 + V u = E u`
on `[0, R]` and vanishes at the origin. Derivatives at the end points are one-sided. -/
structure IsRegularSolution (V : ℝ → ℝ) (E R : ℝ) (u du : ℝ → ℝ) : Prop where
  origin : u 0 = 0
  slope : ∀ x ∈ Icc 0 R, HasDerivWithinAt u (du x) (Icc 0 R) x
  schrodinger : ∀ x ∈ Icc 0 R, ∃ w, HasDerivWithinAt du w (Icc 0 R) x ∧
    -(1 / 2) * w + V x * u x = E * u x
```

The field `slope` says that `du` is the derivative of `u` at every point of $[0,R]$. The field `schrodinger` says that `du` has a derivative `w` in its turn, and that `w` satisfies the equation. Continuity of $u''$ is not listed separately: when $V$ is continuous, it follows from $u''=2(V-E)u$. The field `origin` is the boundary condition $u(0)=0$. No normalisation is imposed, and none is needed, because rescaling either solution leaves both sides of the identity unchanged.

```lean
/-- The logarithmic derivative `u'(R) / u(R)`, meaningful where `u(R)` is nonzero. -/
def logSlope (u du : ℝ → ℝ) (R : ℝ) : ℝ := du R / u R
```

`logSlope` is the quantity that matches an interior solution to an exterior one at $R$.

## Both solutions have the same energy

Physically, the two potentials are probed by the same scattering energy. By hand, this enters through the Wronskian $W=u_1'u_2-u_1u_2'$. The product rule gives

$$W'=u_1''u_2+u_1'u_2'-u_1'u_2'-u_1u_2''=u_1''u_2-u_1u_2'' .$$

Inserting $u_i''=2(V_i-E)u_i$ gives

$$W'=2(V_1-E)u_1u_2-2(V_2-E)u_1u_2=2(V_1-V_2)u_1u_2 .$$

```lean
/-- The Wronskian `u₁' u₂ - u₁ u₂'` of two radial functions. -/
def wronskian (u₁ du₁ u₂ du₂ : ℝ → ℝ) (x : ℝ) : ℝ := du₁ x * u₂ x - u₁ x * du₂ x
```

In the formal statement, the shared energy is the single variable `E` in `h₁` and `h₂`.

```lean
variable {V₁ V₂ u₁ du₁ u₂ du₂ : ℝ → ℝ} {E R : ℝ}

/-- For two regular solutions at the same energy, the Wronskian changes at the rate
`2 (V₁ - V₂) u₁ u₂`. -/
theorem wronskian_deriv (h₁ : IsRegularSolution V₁ E R u₁ du₁)
    (h₂ : IsRegularSolution V₂ E R u₂ du₂) {x : ℝ} (hx : x ∈ Icc 0 R) :
    HasDerivWithinAt (wronskian u₁ du₁ u₂ du₂)
      (2 * ((V₁ x - V₂ x) * u₁ x * u₂ x)) (Icc 0 R) x := by
  obtain ⟨w₁, hw₁, e₁⟩ := h₁.schrodinger x hx
  obtain ⟨w₂, hw₂, e₂⟩ := h₂.schrodinger x hx
  have key : HasDerivWithinAt (wronskian u₁ du₁ u₂ du₂)
      (w₁ * u₂ x + du₁ x * du₂ x - (du₁ x * du₂ x + u₁ x * w₂)) (Icc 0 R) x :=
    (hw₁.mul (h₂.slope x hx)).sub ((h₁.slope x hx).mul hw₂)
  -- the energy terms cancel between the two equations
  exact key.congr_deriv (by linear_combination (-2 * u₂ x) * e₁ + (2 * u₁ x) * e₂)
```

The proof takes the second derivatives `w₁` and `w₂` from the two equations, and `key` is the product rule before any cancellation. The `linear_combination` step multiplies the first equation by $-2u_2$ and the second by $2u_1$ and adds them, which removes $E$.

With two different energies, the term $-2(E_1-E_2)u_1u_2$ would remain in $W'$. For example, let both potentials be zero and $R=1$. The solution $x$ at energy $0$ has logarithmic derivative $1$, and the solution $\sin x$ at energy $\tfrac12$ has $\cot 1\approx 0.64$, although $V_1-V_2$ vanishes everywhere.

## The potentials are continuous on the closed interval

This describes a potential that is finite and smooth enough at the nucleus, as a local pseudopotential usually is. It excludes the Coulomb potential of a point nucleus, whether or not electrons screen it at larger radii, and it excludes a centrifugal term absorbed into $V$, since both diverge at the origin. By hand, continuity allows $W'$ to be integrated.

```lean
/-- For continuous potentials, the potential difference weighted by the two regular solutions
is a continuous function on `[0, R]`. -/
theorem continuousOn_weighted (c₁ : ContinuousOn V₁ (Icc 0 R)) (c₂ : ContinuousOn V₂ (Icc 0 R))
    (h₁ : IsRegularSolution V₁ E R u₁ du₁) (h₂ : IsRegularSolution V₂ E R u₂ du₂) :
    ContinuousOn (fun x => (V₁ x - V₂ x) * u₁ x * u₂ x) (Icc 0 R) := by
  have k₁ : ContinuousOn u₁ (Icc 0 R) := fun x hx => (h₁.slope x hx).continuousWithinAt
  have k₂ : ContinuousOn u₂ (Icc 0 R) := fun x hx => (h₂.slope x hx).continuousWithinAt
  exact ((c₁.sub c₂).mul k₁).mul k₂
```

The solutions are continuous because they are differentiable, and the integrand is a product of continuous functions. The main theorem uses this lemma to obtain integrability. Without continuity, that integrability would have to come from another assumption; continuity is a convenient sufficient condition.

## Both solutions vanish at the origin, and neither vanishes at $R$

The condition $u(0)=0$ selects the solution for which the full wavefunction $u(r)/r$ stays finite. By hand, it gives $W(0)=u_1'(0)\cdot0-0\cdot u_2'(0)=0$, so integrating $W'$ yields

$$u_1'(R)u_2(R)-u_1(R)u_2'(R)=2\int_0^R(V_1-V_2)u_1u_2\,dx .$$

The condition $u_i(R)\neq0$ says that $R$ is not a node of either solution. It permits division by $u_1(R)u_2(R)$, which turns the left side into the difference of logarithmic derivatives.

```lean
/-- For continuous potentials and regular solutions at the same energy that are nonzero at `R`,
the difference of the logarithmic derivatives at `R` is
`2 ∫ (V₁ - V₂) u₁ u₂ / (u₁(R) u₂(R))`, with the integral over `[0, R]`. -/
theorem logSlope_sub_eq (hR : 0 < R)
    (c₁ : ContinuousOn V₁ (Icc 0 R)) (c₂ : ContinuousOn V₂ (Icc 0 R))
    (h₁ : IsRegularSolution V₁ E R u₁ du₁) (h₂ : IsRegularSolution V₂ E R u₂ du₂)
    (n₁ : u₁ R ≠ 0) (n₂ : u₂ R ≠ 0) :
    logSlope u₁ du₁ R - logSlope u₂ du₂ R =
      2 * (∫ x in (0 : ℝ)..R, (V₁ x - V₂ x) * u₁ x * u₂ x) / (u₁ R * u₂ R) := by
  -- integrate the derivative of the Wronskian from the origin to `R`
  have ftc := intervalIntegral.integral_eq_sub_of_hasDerivAt_of_le hR.le
    (fun x hx => (wronskian_deriv h₁ h₂ hx).continuousWithinAt)
    (fun x hx => (wronskian_deriv h₁ h₂ (Ioo_subset_Icc_self hx)).hasDerivAt
      (Icc_mem_nhds hx.1 hx.2))
    (((continuousOn_weighted c₁ c₂ h₁ h₂).intervalIntegrable_of_Icc hR.le).const_mul 2)
  -- both solutions vanish at the origin, and so does the Wronskian
  have w0 : wronskian u₁ du₁ u₂ du₂ 0 = 0 := by
    simp [wronskian, h₁.origin, h₂.origin]
  rw [intervalIntegral.integral_const_mul, w0, sub_zero] at ftc
  rw [ftc]
  unfold logSlope wronskian
  exact div_sub_div _ _ n₁ n₂
```

The step `ftc` is the fundamental theorem of calculus. It needs $W$ continuous on $[0,R]$, differentiable inside, and with an integrable derivative; the two preceding lemmas supply all three. The step `w0` is $W(0)=0$, and `div_sub_div` is the final division, which uses `n₁` and `n₂`. The hypothesis `hR` says that $R$ is a positive length; at $R=0$ the boundary condition would contradict $u_i(R)\neq0$.

It is not enough for one solution to vanish at the origin. With zero potentials and zero energy, $u_1=x$ and $u_2=1$ have logarithmic derivatives $1/R$ and $0$, while the integral is zero. If instead a solution has a node at $R$, its logarithmic derivative has a pole. Lean's convention assigns the quotient the value $0$ there, which has no physical meaning, but the undivided equation for $W(R)$ still makes sense.

## The potentials agree outside a core

Suppose that $V_1=V_2$ on $[r_c,R]$, where $0\le r_c\le R$. An example is a pair of local pseudopotentials that differ only inside the core radius $r_c$. Replacing an all-electron potential by a pseudopotential follows the same pattern, but with a point nucleus the all-electron potential is not continuous at the origin, and the theorem below does not cover it. By hand, the integral splits as

$$\int_0^R=\int_0^{r_c}+\int_{r_c}^R ,$$

and the second part is zero. Since $u_1(R)u_2(R)$ is finite and nonzero, the logarithmic derivatives match exactly when

$$\int_0^{r_c}(V_1-V_2)\,u_1u_2\,dx=0 .$$

```lean
/-- Let two continuous potentials agree from a core radius `rc` out to `R`, and let their regular
solutions at energy `E` be nonzero at `R`. The logarithmic derivatives at `R` match exactly when
the integral of `(V₁ - V₂) u₁ u₂` over the core vanishes. -/
theorem logSlope_eq_iff_core_integral {rc : ℝ} (hR : 0 < R) (hc : 0 ≤ rc) (hcR : rc ≤ R)
    (c₁ : ContinuousOn V₁ (Icc 0 R)) (c₂ : ContinuousOn V₂ (Icc 0 R))
    (h₁ : IsRegularSolution V₁ E R u₁ du₁) (h₂ : IsRegularSolution V₂ E R u₂ du₂)
    (n₁ : u₁ R ≠ 0) (n₂ : u₂ R ≠ 0) (hV : ∀ x ∈ Icc rc R, V₁ x = V₂ x) :
    logSlope u₁ du₁ R = logSlope u₂ du₂ R ↔
      ∫ x in (0 : ℝ)..rc, (V₁ x - V₂ x) * u₁ x * u₂ x = 0 := by
  have hcont := continuousOn_weighted c₁ c₂ h₁ h₂
  -- the region outside the core contributes nothing
  have outer : ∫ x in rc..R, (V₁ x - V₂ x) * u₁ x * u₂ x = ∫ _x in rc..R, (0 : ℝ) :=
    intervalIntegral.integral_congr (fun x hx => by
      rw [uIcc_of_le hcR] at hx
      simp [hV x hx])
  have split := intervalIntegral.integral_add_adjacent_intervals (μ := MeasureTheory.volume)
    ((hcont.mono (Icc_subset_Icc_right hcR)).intervalIntegrable_of_Icc hc)
    ((hcont.mono (Icc_subset_Icc_left hc)).intervalIntegrable_of_Icc hcR)
  rw [outer, intervalIntegral.integral_zero, add_zero] at split
  rw [← sub_eq_zero, logSlope_sub_eq hR c₁ c₂ h₁ h₂ n₁ n₂, ← split]
  simp [n₁, n₂]
```

In the proof, `outer` is the vanishing second part, where `hV` is used, and `split` is the additivity of the integral. The main identity then gives the equivalence. The altered potential may differ greatly from the original one, provided that the weighted difference averages to zero. The criterion concerns the one energy $E$: both solutions change with energy, so a match at one value does not by itself give a match at another.

Without agreement outside the core, the integral from $r_c$ to $R$ remains, and the condition for a match involves the whole interval.

## The solutions are positive and the potentials are ordered

Positivity on $(0,R]$ means that neither solution has a node before or at $R$. The overall sign is a matter of convention, since a nodeless solution can be multiplied by $-1$ without changing its logarithmic derivative. The ordering $V_2\le V_1$ says that the first potential is nowhere less repulsive.

By hand, $(V_1-V_2)u_1u_2\ge0$ on $(0,R]$, and the integrand is zero at the origin. The integral is therefore nonnegative, the denominator $u_1(R)u_2(R)$ is positive, and

$$\frac{u_1'(R)}{u_1(R)}\ge\frac{u_2'(R)}{u_2(R)} .$$

```lean
/-- For continuous potentials and regular solutions at the same energy that are positive on
`(0, R]`, a more repulsive potential never lowers the logarithmic derivative at `R`. -/
theorem logSlope_mono (hR : 0 < R)
    (c₁ : ContinuousOn V₁ (Icc 0 R)) (c₂ : ContinuousOn V₂ (Icc 0 R))
    (h₁ : IsRegularSolution V₁ E R u₁ du₁) (h₂ : IsRegularSolution V₂ E R u₂ du₂)
    (p₁ : ∀ x ∈ Ioc 0 R, 0 < u₁ x) (p₂ : ∀ x ∈ Ioc 0 R, 0 < u₂ x)
    (hV : ∀ x ∈ Ioc 0 R, V₂ x ≤ V₁ x) :
    logSlope u₂ du₂ R ≤ logSlope u₁ du₁ R := by
  have q₁ := p₁ R ⟨hR, le_rfl⟩
  have q₂ := p₂ R ⟨hR, le_rfl⟩
  rw [← sub_nonneg, logSlope_sub_eq hR c₁ c₂ h₁ h₂ q₁.ne' q₂.ne']
  refine div_nonneg (mul_nonneg zero_le_two ?_) (mul_pos q₁ q₂).le
  refine intervalIntegral.integral_nonneg hR.le (fun x hx => ?_)
  rcases hx.1.eq_or_lt with h0 | h0
  · subst h0
    simp [h₁.origin]
  · exact mul_nonneg (mul_nonneg (sub_nonneg.2 (hV x ⟨h0, hx.2⟩)) (p₁ x ⟨h0, hx.2⟩).le)
      (p₂ x ⟨h0, hx.2⟩).le
```

The proof makes the same sign count. `div_nonneg` separates numerator from denominator, and `integral_nonneg` reduces the numerator to a pointwise inequality. The case split treats $x=0$ through the boundary condition, because the ordering is assumed only for $x>0$.

The same hypotheses also settle when equality occurs. If $V_1>V_2$ at some radius in $(0,R]$, continuity keeps the integrand positive on a short interval there. The integral is then strictly positive, and so is the difference of logarithmic derivatives. Equality therefore forces the potentials to coincide on $(0,R]$.

```lean
/-- For continuous potentials `V₂ ≤ V₁` and regular solutions at the same energy that are positive
on `(0, R]`, the logarithmic derivatives at `R` agree only if the potentials coincide on `(0, R]`,
and then they do agree. -/
theorem logSlope_eq_iff (hR : 0 < R)
    (c₁ : ContinuousOn V₁ (Icc 0 R)) (c₂ : ContinuousOn V₂ (Icc 0 R))
    (h₁ : IsRegularSolution V₁ E R u₁ du₁) (h₂ : IsRegularSolution V₂ E R u₂ du₂)
    (p₁ : ∀ x ∈ Ioc 0 R, 0 < u₁ x) (p₂ : ∀ x ∈ Ioc 0 R, 0 < u₂ x)
    (hV : ∀ x ∈ Ioc 0 R, V₂ x ≤ V₁ x) :
    logSlope u₁ du₁ R = logSlope u₂ du₂ R ↔ ∀ x ∈ Ioc 0 R, V₁ x = V₂ x := by
  constructor
  · intro h x hx
    by_contra hne
    have hlt : V₂ x < V₁ x := lt_of_le_of_ne (hV x hx) (Ne.symm hne)
    -- a potential difference at one radius makes the whole integral positive
    have hI := intervalIntegral.integral_pos hR (continuousOn_weighted c₁ c₂ h₁ h₂)
      (fun y hy => mul_nonneg (mul_nonneg (sub_nonneg.2 (hV y hy)) (p₁ y hy).le) (p₂ y hy).le)
      ⟨x, Ioc_subset_Icc_self hx, mul_pos (mul_pos (sub_pos.2 hlt) (p₁ x hx)) (p₂ x hx)⟩
    have q₁ := p₁ R ⟨hR, le_rfl⟩
    have q₂ := p₂ R ⟨hR, le_rfl⟩
    have key := logSlope_sub_eq hR c₁ c₂ h₁ h₂ q₁.ne' q₂.ne'
    rw [h, sub_self] at key
    exact (div_pos (mul_pos two_pos hI) (mul_pos q₁ q₂)).ne key
  · intro h
    exact le_antisymm (logSlope_mono hR c₂ c₁ h₂ h₁ p₂ p₁ (fun x hx => (h x hx).le))
      (logSlope_mono hR c₁ c₂ h₁ h₂ p₁ p₂ hV)
```

In the forward direction, `integral_pos` turns one radius with a strict inequality into a positive integral, and `key` contradicts the assumed equality. In the converse direction, the monotonicity theorem is applied twice, once with the two potentials exchanged and once in the original order.

The ordering matters for this rigidity. Take $R=1$, $E=0$, $V_2=0$ and $u_2=x$, and let $u_1=x+x^3(1-x)^2$, which solves the equation for

$$V_1(x)=\frac{3-12x+10x^2}{1+x^2(1-x)^2} .$$

Both solutions are positive on $(0,1]$ and both have logarithmic derivative $1$ at $R=1$, yet the potentials differ. Here $V_1$ changes sign, and its weighted contributions cancel.

Positivity matters for the monotonicity, and positivity of $u_1$ alone is not enough. At $E=0$ and $R=5\pi/4$, take $V_1=0$ with $u_1=x$, and $V_2=-\tfrac12$ with $u_2=\sin x$. The first potential is the more repulsive one, but its logarithmic derivative is $4/(5\pi)\approx0.25$, while that of $\sin x$ is $\cot(5\pi/4)=1$. The second solution has a node at $\pi$.

The main identity shows where the sign comes from:

$$2\int_0^R\tfrac12\,x\sin x\,dx=\sin R-R\cos R=\tfrac{\sqrt2}{2}(R-1)>0,\qquad u_1(R)u_2(R)=-\tfrac{\sqrt2}{2}R<0 .$$

Their quotient is $1/R-1$, which is the difference of the two logarithmic derivatives. The numerator is still positive; the node has reversed the sign of the denominator.

```lean
/-- At zero energy and `R = 5π/4`, the solution `x` for `V = 0` has a smaller logarithmic
derivative than the solution `sin x` for the less repulsive potential `V = -1/2`. -/
theorem logSlope_mono_fails_with_node :
    IsRegularSolution (fun _ => 0) 0 (5 * Real.pi / 4) (fun x => x) (fun _ => 1) ∧
    IsRegularSolution (fun _ => -1 / 2) 0 (5 * Real.pi / 4) Real.sin Real.cos ∧
    logSlope (fun x => x) (fun _ => 1) (5 * Real.pi / 4) <
      logSlope Real.sin Real.cos (5 * Real.pi / 4) := by
  refine ⟨⟨rfl, fun x _ => (hasDerivAt_id' x).hasDerivWithinAt, fun x _ =>
    ⟨0, (hasDerivAt_const x (1 : ℝ)).hasDerivWithinAt, by simp⟩⟩,
    ⟨Real.sin_zero, fun x _ => (Real.hasDerivAt_sin x).hasDerivWithinAt, fun x _ =>
    ⟨-Real.sin x, (Real.hasDerivAt_cos x).hasDerivWithinAt, ?_⟩⟩, ?_⟩
  · show -(1 / 2) * -Real.sin x + (-1 / 2) * Real.sin x = 0 * Real.sin x
    ring
  · -- sine and cosine are equal at `5π/4`
    have hs : logSlope Real.sin Real.cos (5 * Real.pi / 4) = 1 := by
      have e : 5 * Real.pi / 4 = Real.pi / 4 + Real.pi := by ring
      unfold logSlope
      rw [e, Real.sin_add_pi, Real.cos_add_pi, Real.sin_pi_div_four, Real.cos_pi_div_four]
      exact div_self (neg_ne_zero.2 (by positivity))
    rw [hs]
    show 1 / (5 * Real.pi / 4) < 1
    have hp := Real.pi_gt_three
    rw [div_lt_one (by positivity)]
    linarith

end

end LogDerivativeDifference
```

The theorem states that both pairs are regular solutions and that the inequality between their logarithmic derivatives is strict. The proof differentiates $x$ and $\sin x$ directly, evaluates the second slope by shifting the angle by $\pi$, and uses $\pi>3$ to show that $4/(5\pi)<1$.

```lean
#print axioms LogDerivativeDifference.logSlope_eq_iff_core_integral
#print axioms LogDerivativeDifference.logSlope_eq_iff
#print axioms LogDerivativeDifference.logSlope_mono_fails_with_node
```

```
'LogDerivativeDifference.logSlope_eq_iff_core_integral' depends on axioms: [propext, Classical.choice, Quot.sound]
'LogDerivativeDifference.logSlope_eq_iff' depends on axioms: [propext, Classical.choice, Quot.sound]
'LogDerivativeDifference.logSlope_mono_fails_with_node' depends on axioms: [propext, Classical.choice, Quot.sound]
```
